# A Uhrig sequence of n ideal pulses cancels the phase of every polynomial frequency drift of degree below n

A spin precesses in a field that drifts slowly during the experiment. In the rotating frame its frequency offset is $\omega(t)$, and after a time $T$ the spin has collected the phase $\int_0^T\omega\,dt$. A $\pi$ pulse at $T/2$ reverses the sign with which later phase counts, so a constant offset cancels. A drift that is linear with non-zero slope does not: the two halves collect different amounts of phase. With $n$ pulses available, at which times should they be applied so that drifts of higher degree cancel too?

The Uhrig sequence places them at $T\sin^2\big(j\pi/(2n+2)\big)$ for $j=1,\dots,n$. For a drift that is a polynomial in time, the Lean file below proves that all degrees below $n$ cancel, and it gives the exact phase left by degree $n$.

## Pulse times, signs and phase

```lean
import Mathlib

open scoped Real

namespace UhrigDecoupling

noncomputable section
```

The file loads the mathematical library Mathlib, makes the symbol `π` available and opens a namespace for the names that follow.

```lean
/-- The Uhrig switching instants `sin² (j π / (2n + 2))`, in units of the total time. -/
def pulseTime (n j : ℕ) : ℝ := Real.sin (j * π / (2 * n + 2)) ^ 2
```

This defines $t_j=\sin^2\big(j\pi/(2n+2)\big)$, measured in units of $T$. The type `ℕ → ℕ → ℝ` implied by the first line means that two natural numbers go in and a real number comes out. The indices $1,\dots,n$ are pulses; $t_0$ and $t_{n+1}$ are the start and the end.

```lean
/-- The sum of the increments of `g` over the `n + 1` free intervals, with a sign that
is flipped by every pulse. -/
def toggle (n : ℕ) (g : ℕ → ℝ) : ℝ :=
  ∑ j ∈ Finset.range (n + 1), (-1) ^ j * (g (j + 1) - g j)
```

For any sequence $g_0,g_1,\dots$ this is
$$S[g]=\sum_{j=0}^{n}(-1)^j\,(g_{j+1}-g_j).$$
`Finset.range (n + 1)` is the set $\{0,\dots,n\}$, one index for each interval of free precession.

```lean
/-- The harmonic `cos (m θ)` sampled at the angles `θ = j π / (n + 1)`. -/
def mode (n : ℕ) (m : ℤ) (j : ℕ) : ℝ := Real.cos (m * (j * π / (n + 1)))
```

With $\theta_j=j\pi/(n+1)$, `mode n m j` is $\cos(m\theta_j)$. The harmonic number $m$ is an integer and may be negative. Since $\theta_j$ is twice the angle in `pulseTime`, we have $t_j=(1-\cos\theta_j)/2$.

```lean
/-- The phase collected by a spin with frequency drift `ω` during a Uhrig sequence of
`n` pulses and total time `T`. -/
def phase (n : ℕ) (T : ℝ) (ω : ℝ → ℝ) : ℝ :=
  ∑ j ∈ Finset.range (n + 1),
    (-1) ^ j * ∫ t in (T * pulseTime n j)..(T * pulseTime n (j + 1)), ω t
```

The collected phase is
$$\Phi=\sum_{j=0}^{n}(-1)^j\int_{Tt_j}^{Tt_{j+1}}\omega(t)\,dt .$$
The physical model sits in this definition. Each pulse is instantaneous and perfect, and acts only by flipping the sign. The drift is a given classical function of time. The formula is taken as the starting point and is not derived from the Schrödinger or Bloch equations. By convention the first interval counts as positive. For π pulses about axes in the transverse plane, the precession angle seen in the rotating frame at time $T$ is $(-1)^n\Phi$ plus a constant set by the initial direction of the spin and the pulse axes.

```lean
/-- The switching instants start at 0, end at 1 and increase strictly. -/
theorem pulseTime_schedule (n : ℕ) :
    pulseTime n 0 = 0 ∧ pulseTime n (n + 1) = 1 ∧
      ∀ j ≤ n, pulseTime n j < pulseTime n (j + 1) := by
  refine ⟨by simp [pulseTime], ?_, ?_⟩
  · have hn : (n : ℝ) + 1 ≠ 0 := by positivity
    have e : ((n + 1 : ℕ) : ℝ) * π / (2 * n + 2) = π / 2 := by
      rw [show (2 * (n : ℝ) + 2) = 2 * (n + 1) by ring]
      push_cast
      field_simp
    rw [pulseTime, e, Real.sin_pi_div_two, one_pow]
  · intro j hj
    have hj' : (j : ℝ) ≤ n := by exact_mod_cast hj
    have h0 : 0 ≤ (j : ℝ) * π / (2 * n + 2) := by positivity
    have hlt : (j : ℝ) * π / (2 * n + 2) < ((j + 1 : ℕ) : ℝ) * π / (2 * n + 2) := by
      apply div_lt_div_of_pos_right _ (by positivity)
      push_cast
      nlinarith [Real.pi_pos]
    have hle : ((j + 1 : ℕ) : ℝ) * π / (2 * n + 2) ≤ π / 2 := by
      rw [div_le_iff₀ (by positivity)]
      push_cast
      nlinarith [mul_nonneg (sub_nonneg.mpr hj') Real.pi_pos.le]
    -- the sine is increasing on the first quarter period
    exact pow_lt_pow_left₀
      (Real.sin_lt_sin_of_lt_of_le_pi_div_two (by linarith [Real.pi_pos]) hle hlt)
      (Real.sin_nonneg_of_nonneg_of_le_pi h0 (by linarith [Real.pi_pos])) two_ne_zero
```

A theorem states a proposition after the colon and proves it after `:= by`. This one says that $t_0=0$, $t_{n+1}=1$, and $t_j<t_{j+1}$ for all $j\le n$, so the schedule is a proper division of the unit interval. By hand: the angles $j\pi/(2n+2)$ rise from $0$ to $\pi/2$, where the sine is non-negative and strictly increasing, and squaring keeps the order. In the proof, `hlt` says that the angles increase and `hle` that they stay at or below $\pi/2$.

## Harmonics under alternating signs

```lean
/-- The alternating sum of cosine increments with angular step `2h`, multiplied by
`cos h`, reduces to a single boundary term. -/
theorem alternating_cos (h : ℝ) (k : ℕ) :
    Real.cos h * ∑ j ∈ Finset.range k, (-1) ^ j *
      (Real.cos (((j + 1 : ℕ) : ℝ) * (2 * h)) - Real.cos ((j : ℝ) * (2 * h)))
      = Real.sin h * (-1) ^ k * Real.sin ((k : ℝ) * (2 * h)) := by
  induction k with
  | zero => simp
  | succ k ih =>
    have e : ((k + 1 : ℕ) : ℝ) * (2 * h) = (k : ℝ) * (2 * h) + 2 * h := by
      push_cast
      ring
    rw [Finset.sum_range_succ, mul_add, ih, e, Real.cos_add, Real.sin_add,
      Real.cos_two_mul h, Real.sin_two_mul h]
    linear_combination (-1) ^ k * 2 * Real.cos h * Real.cos ((k : ℝ) * (2 * h)) *
      Real.sin_sq_add_cos_sq h
```

For any real $h$ and any number of terms $k$,
$$\cos h\sum_{j=0}^{k-1}(-1)^j\big[\cos(2(j+1)h)-\cos(2jh)\big]=(-1)^k\sin h\,\sin(2kh).$$
Both sides vanish at $k=0$. To go from $k$ to $k+1$, write $x=2kh$. The left side gains
$$(-1)^k\cos h\,[\cos(x+2h)-\cos x]=-2(-1)^k\sin h\cos h\,\sin(x+h).$$
The right side changes by
$$-(-1)^k\sin h\,[\sin(x+2h)+\sin x]=-2(-1)^k\sin h\cos h\,\sin(x+h),$$
which is the same. Lean follows this induction, but expands with the addition formulas. The command `linear_combination` then closes the step by naming the multiple of $\sin^2h+\cos^2h=1$ that is needed.

```lean
/-- The toggled sum of the harmonic `m` vanishes for `|m| ≤ n`. -/
theorem toggle_mode (n : ℕ) (m : ℤ) (h1 : m ≤ n) (h2 : -m ≤ n) :
    toggle n (mode n m) = 0 := by
  have hn : (n : ℝ) + 1 ≠ 0 := by positivity
  have hp : (0 : ℝ) < n + 1 := by positivity
  have a1 : (m : ℝ) ≤ n := by exact_mod_cast h1
  have a2 : -(m : ℝ) ≤ n := by exact_mod_cast h2
  have b1 : (m : ℝ) * π / (n + 1) < π := by
    rw [div_lt_iff₀ hp]
    nlinarith [mul_nonneg (sub_nonneg.mpr a1) Real.pi_pos.le, Real.pi_pos]
  have b2 : -π < (m : ℝ) * π / (n + 1) := by
    rw [lt_div_iff₀ hp]
    nlinarith [mul_nonneg (sub_nonneg.mpr a2) Real.pi_pos.le, Real.pi_pos]
  -- half the angular step stays inside the region where the cosine is positive
  have hc : Real.cos ((m : ℝ) * π / (n + 1) / 2) ≠ 0 :=
    (Real.cos_pos_of_mem_Ioo ⟨by linarith, by linarith⟩).ne'
  have hm : ∀ j : ℕ, mode n m j
      = Real.cos ((j : ℝ) * (2 * ((m : ℝ) * π / (n + 1) / 2))) := by
    intro j
    unfold mode
    congr 1
    ring
  have key := alternating_cos ((m : ℝ) * π / (n + 1) / 2) (n + 1)
  have e : ((n + 1 : ℕ) : ℝ) * (2 * ((m : ℝ) * π / (n + 1) / 2)) = m * π := by
    push_cast
    field_simp
  rw [e, Real.sin_int_mul_pi, mul_zero] at key
  simp only [toggle, hm]
  exact (mul_eq_zero.mp key).resolve_left hc
```

The two hypotheses together say $|m|\le n$, and the conclusion is $S[\cos m\theta]=0$. Take $h=m\pi/(2(n+1))$ and $k=n+1$ in the previous identity. Then $2kh=m\pi$, so the right side is zero. Since $|h|<\pi/2$, the factor $\cos h$ is not zero and the sum must vanish. The bounds `b1` and `b2` place the angle, `hc` records $\cos h\ne0$, and the last line divides it out.

## From harmonics to powers of time

```lean
/-- One more power of the pulse time couples the harmonic `m` only to itself and to its
two neighbours. -/
theorem toggle_step (n p : ℕ) (m : ℤ) :
    toggle n (fun j => pulseTime n j ^ (p + 1) * mode n m j)
      = 1 / 2 * toggle n (fun j => pulseTime n j ^ p * mode n m j)
        - 1 / 4 * toggle n (fun j => pulseTime n j ^ p * mode n (m + 1) j)
        - 1 / 4 * toggle n (fun j => pulseTime n j ^ p * mode n (m - 1) j) := by
  have hn : (n : ℝ) + 1 ≠ 0 := by positivity
  have hmul : ∀ j : ℕ, pulseTime n j * mode n m j
      = 1 / 2 * mode n m j - 1 / 4 * mode n (m + 1) j - 1 / 4 * mode n (m - 1) j := by
    intro j
    have e : 2 * ((j : ℝ) * π / (2 * n + 2)) = j * π / (n + 1) := by
      rw [show (2 * (n : ℝ) + 2) = 2 * (n + 1) by ring]
      field_simp
    unfold pulseTime mode
    rw [Real.sin_sq_eq_half_sub, e, Int.cast_add, Int.cast_sub, Int.cast_one,
      add_mul, sub_mul (m : ℝ) 1, one_mul, Real.cos_add, Real.cos_sub]
    ring
  simp only [toggle, Finset.mul_sum, ← Finset.sum_sub_distrib]
  refine Finset.sum_congr rfl fun j _ => ?_
  linear_combination (-1) ^ j * (pulseTime n (j + 1) ^ p * hmul (j + 1)
    - pulseTime n j ^ p * hmul j)
```

Write $A_{p,m}=S[t^p\cos m\theta]$. The theorem is the recursion
$$A_{p+1,m}=\tfrac12A_{p,m}-\tfrac14A_{p,m+1}-\tfrac14A_{p,m-1}.$$
It comes from one product formula at each instant:
$$t\cos m\theta=\tfrac12(1-\cos\theta)\cos m\theta=\tfrac12\cos m\theta-\tfrac14\cos(m+1)\theta-\tfrac14\cos(m-1)\theta .$$
This is `hmul` in the proof. Multiplying by $t^p$ and summing with signs gives the result.

```lean
/-- The toggled sum of `t^p cos (m θ)` vanishes as long as `|m| + p ≤ n`. -/
theorem toggle_pow_mode (n p : ℕ) : ∀ m : ℤ, m + p ≤ n → -m + p ≤ n →
    toggle n (fun j => pulseTime n j ^ p * mode n m j) = 0 := by
  induction p with
  | zero =>
    intro m h1 h2
    simp only [pow_zero, one_mul]
    exact toggle_mode n m (by omega) (by omega)
  | succ p ih =>
    intro m h1 h2
    rw [toggle_step, ih m (by omega) (by omega), ih (m + 1) (by omega) (by omega),
      ih (m - 1) (by omega) (by omega)]
    ring
```

Here $A_{p,m}=0$ whenever $|m|+p\le n$, again written as two inequalities. For $p=0$ this is the statement about pure harmonics. If $|m|+p+1\le n$, then all three terms on the right of the recursion satisfy the condition for $p$, because $|m\pm1|\le|m|+1$, and so they vanish. The quantifier `∀ m` stands inside the statement so that the induction hypothesis `ih` is available for the neighbours as well as for $m$ itself. The command `omega` checks the integer inequalities.

```lean
/-- The toggled sum of `t^p cos (m θ)` for `m ≥ 1` and `m + p = n + 1`. -/
theorem toggle_pow_mode_edge (n p : ℕ) : ∀ m : ℤ, 1 ≤ m → m + p = n + 1 →
    toggle n (fun j => pulseTime n j ^ p * mode n m j)
      = -2 * (n + 1) * (-1 / 4) ^ p := by
  induction p with
  | zero =>
    intro m _ h
    obtain rfl : m = (n : ℤ) + 1 := by omega
    have hn : (n : ℝ) + 1 ≠ 0 := by positivity
    -- this harmonic changes sign together with the pulses
    have hm : ∀ j : ℕ, mode n ((n : ℤ) + 1) j = (-1) ^ j := by
      intro j
      have e : (((n : ℤ) + 1 : ℤ) : ℝ) * (j * π / (n + 1)) = j * π := by
        push_cast
        field_simp
      rw [mode, e, Real.cos_nat_mul_pi]
    have hs : ∀ j : ℕ, (-1 : ℝ) ^ j * ((-1) ^ (j + 1) - (-1) ^ j) = -2 := by
      intro j
      have h1 : (-1 : ℝ) ^ j * (-1) ^ j = 1 := by
        rw [← mul_pow]
        norm_num
      linear_combination -2 * h1
    simp only [toggle, pow_zero, one_mul, hm, hs, Finset.sum_const, Finset.card_range,
      nsmul_eq_mul]
    push_cast
    ring
  | succ p ih =>
    intro m hm h
    rw [toggle_step, toggle_pow_mode n p m (by omega) (by omega),
      ih (m + 1) (by omega) (by omega),
      toggle_pow_mode n p (m - 1) (by omega) (by omega)]
    ring
```

Just beyond that region, for $m\ge1$ and $m+p=n+1$, the value is
$$A_{p,m}=-2(n+1)\left(-\tfrac14\right)^p .$$
For $p=0$ the harmonic is $m=n+1$, and $\cos(m\theta_j)=\cos(j\pi)=(-1)^j$. It flips with every pulse, so each of the $n+1$ terms equals $(-1)^j\big[(-1)^{j+1}-(-1)^j\big]=-2$. In the step from $p$ to $p+1$, the terms with $m$ and $m-1$ lie in the vanishing region. Only $-\tfrac14A_{p,m+1}$ survives, which supplies one more factor $-\tfrac14$.

```lean
/-- The Uhrig conditions: the alternating sum of the increments of `t^p` vanishes for
every `p ≤ n`. -/
theorem uhrig_moments (n p : ℕ) (hp : p ≤ n) :
    ∑ j ∈ Finset.range (n + 1),
      (-1) ^ j * (pulseTime n (j + 1) ^ p - pulseTime n j ^ p) = 0 := by
  have h := toggle_pow_mode n p 0 (by omega) (by omega)
  have z : ∀ j, mode n 0 j = 1 := by simp [mode]
  simpa only [toggle, z, mul_one] using h
```

Setting $m=0$ turns the cosine into $1$ and leaves the moments of the switching times:
$$\sum_{j=0}^{n}(-1)^j\,(t_{j+1}^p-t_j^p)=0\qquad(p\le n).$$
The case $p=0$ is trivial; the cases $p=1,\dots,n$ are the Uhrig conditions.

```lean
/-- The alternating sum of the increments of `t^(n+1)` equals `(n + 1) (-1/4)^n`. -/
theorem uhrig_next_moment (n : ℕ) :
    ∑ j ∈ Finset.range (n + 1),
      (-1) ^ j * (pulseTime n (j + 1) ^ (n + 1) - pulseTime n j ^ (n + 1))
      = (n + 1) * (-1 / 4) ^ n := by
  have s := toggle_step n n 0
  have even : mode n (0 - 1) = mode n (0 + 1) := by
    funext j
    simp [mode]
  have z : ∀ j, mode n 0 j = 1 := by simp [mode]
  rw [even, toggle_pow_mode n n 0 (by omega) (by omega),
    toggle_pow_mode_edge n n (0 + 1) (by omega) (by omega)] at s
  simp only [toggle, z, mul_one] at s
  rw [s]
  ring
```

The next moment does not vanish. The recursion with $p=n$ and $m=0$ has a middle term $A_{n,0}=0$ and two neighbours, $m=1$ and $m=-1$, which are equal because the cosine is even (`even` in the proof). Hence
$$A_{n+1,0}=-\tfrac12A_{n,1}=-\tfrac12\cdot(-2)(n+1)\left(-\tfrac14\right)^n=(n+1)\left(-\tfrac14\right)^n .$$

## The phase left by a polynomial drift

```lean
/-- For a polynomial drift of degree at most `n`, the phase after `n` Uhrig pulses is
`c T^(n+1) (-1/4)^n`, where `c` is the coefficient of `t^n` in the drift. -/
theorem uhrig_phase (n : ℕ) (T : ℝ) (ω : Polynomial ℝ) (hω : ω.natDegree ≤ n) :
    phase n T (fun t => ω.eval t) = ω.coeff n * T ^ (n + 1) * (-1 / 4) ^ n := by
  have hn : (n : ℝ) + 1 ≠ 0 := by positivity
  -- integrate the drift term by term
  have hint : ∀ a b : ℝ, ∫ t in a..b, ω.eval t = ∑ i ∈ Finset.range (n + 1),
      ω.coeff i * ((b ^ (i + 1) - a ^ (i + 1)) / (i + 1)) := by
    intro a b
    simp_rw [Polynomial.eval_eq_sum_range' (show ω.natDegree < n + 1 by omega)]
    rw [intervalIntegral.integral_finsetSum]
    · refine Finset.sum_congr rfl fun i _ => ?_
      rw [intervalIntegral.integral_const_mul, integral_pow]
    · intro i _
      exact (by fun_prop : Continuous fun t : ℝ => ω.coeff i * t ^ i).intervalIntegrable a b
  -- collect the moments of the switching instants
  have hsum : phase n T (fun t => ω.eval t) = ∑ i ∈ Finset.range (n + 1),
      ω.coeff i * T ^ (i + 1) / (i + 1) * ∑ j ∈ Finset.range (n + 1),
        (-1) ^ j * (pulseTime n (j + 1) ^ (i + 1) - pulseTime n j ^ (i + 1)) := by
    simp only [phase, hint, Finset.mul_sum]
    rw [Finset.sum_comm]
    refine Finset.sum_congr rfl fun i _ => Finset.sum_congr rfl fun j _ => ?_
    ring
  rw [hsum, Finset.sum_range_succ, uhrig_next_moment, Finset.sum_eq_zero, zero_add,
    ← mul_assoc, div_mul_cancel₀ _ hn]
  intro i hi
  rw [uhrig_moments n (i + 1) (by have := Finset.mem_range.mp hi; omega), mul_zero]
```

The drift is now a real polynomial $\omega(t)=\sum_{i=0}^{n}c_it^i$. The hypothesis `ω.natDegree ≤ n` bounds its degree, `ω.eval t` is its value at $t$, and `ω.coeff n` is $c_n$. The claim is
$$\Phi=c_n\,T^{n+1}\left(-\tfrac14\right)^n .$$
Integrating each power over each interval and exchanging the two sums gives
$$\Phi=\sum_{i=0}^{n}\frac{c_iT^{i+1}}{i+1}\sum_{j=0}^{n}(-1)^j\,(t_{j+1}^{i+1}-t_j^{i+1}).$$
For $i<n$ the inner sum is a moment of order at most $n$ and vanishes. For $i=n$ it is $(n+1)(-1/4)^n$, and the factor $n+1$ cancels. In Lean, `hint` is the integration and `hsum` the exchange of sums; the final lines insert the two moment theorems.

The smallest cases are familiar. With $n=0$ there is no pulse, and a constant offset $c_0$ gives $c_0T$. With $n=1$ the pulse falls at $T/2$, as in the Hahn echo, and the drift $c_0+c_1t$ leaves $\Phi=-c_1T^2/4$, which is a contribution of $+c_1T^2/4$ to the precession angle in the rotating frame.

```lean
/-- A Uhrig sequence of `n` pulses cancels the phase of every polynomial frequency drift
of degree below `n`, for any total time. -/
theorem uhrig_decoupling (n : ℕ) (T : ℝ) (ω : Polynomial ℝ) (hω : ω.natDegree < n) :
    phase n T (fun t => ω.eval t) = 0 := by
  rw [uhrig_phase n T ω hω.le, Polynomial.coeff_eq_zero_of_natDegree_lt hω]
  ring

end

end UhrigDecoupling
```

If the degree is strictly below $n$, then $c_n=0$ and the phase is zero for every $T$. The proof is that substitution. The hypothesis can only be met for $n\ge1$, so at least one pulse is present.

For a single spin or qubit under pure dephasing by a classical polynomial drift, with ideal pulses, this means that the drift leaves no relative phase between the two spin states at time $T$. A smooth drift that is not a polynomial is not covered by the theorem; one way to estimate the phase it leaves is to bound its Taylor remainder. The Uhrig sequence is also known for protecting a qubit coupled to a quantum bath; there the bath operators at different times need not commute, and the signed integral of a classical function $\omega$ does not in general describe the evolution.

```lean
#print axioms UhrigDecoupling.pulseTime_schedule
-- 'UhrigDecoupling.pulseTime_schedule' depends on axioms: [propext, Classical.choice, Quot.sound]
#print axioms UhrigDecoupling.uhrig_decoupling
-- 'UhrigDecoupling.uhrig_decoupling' depends on axioms: [propext, Classical.choice, Quot.sound]
```
